# On N ≥ 2 equally spaced directions with even rates, isotropic scattering at the momentum relaxation rate removes momentum exactly as the anisotropic scattering does

## Can the isotropic substitute be shown to be exact for momentum?

I let carriers of one fixed speed move in a plane along $N$ equally spaced directions, $\theta_j = 2\pi j/N$ with $j$ counted modulo $N$, so that every collision integral becomes a finite sum. A collision turns a carrier by $l$ steps at the rate $w(l)$, and left and right turns are equally likely.

Kosina's replacement swaps such anisotropic scattering for isotropic scattering at the momentum relaxation rate $G=\sum_l w(l)(1-\cos\theta_l)$. The momentum balance is supposed to stay the same. I would like to see this derived rigorously in my discrete model, and checked by machine. How large can $G$ become compared with the total rate?

## Yes: both operators multiply the first harmonic by G

For a distribution $g$ over the directions, with average $\bar g$, the two collision operators are

$$(Cg)_j=\sum_l w(l)\,(g_j-g_{j+l}),\qquad (I_\Gamma g)_j=\Gamma\,(g_j-\bar g).$$

Collisions change $g$ at the rate $-Cg$ or $-I_\Gamma g$. Let $d_j=a\cos\theta_j+b\sin\theta_j$ be a first-harmonic distribution.

**Anisotropic operator.** The addition formulas give

$$d_{j+l}=d_j\cos\theta_l-(a\sin\theta_j-b\cos\theta_j)\sin\theta_l,$$

and therefore

$$(Cd)_j=G\,d_j+(a\sin\theta_j-b\cos\theta_j)\sum_l w(l)\sin\theta_l .$$

Replacing $l$ by $-l$ keeps $w$ and reverses the sine, so the last sum equals its own negative and vanishes. Hence $Cd=G\,d$.

**Isotropic operator.** Here $\bar d=0$ is needed. Put $X=\sum_j\cos\theta_j$, $Y=\sum_j\sin\theta_j$, $c=\cos\theta_1$ and $s=\sin\theta_1$. Shifting the grid by one step changes neither sum, so

$$X=Xc-Ys,\qquad Y=Yc+Xs.$$

Eliminating one unknown at a time gives $[(1-c)^2+s^2]X=0$ and $[(1-c)^2+s^2]Y=0$. For $N\ge2$ we have $0<\theta_1<2\pi$, so $c\ne1$ and $X=Y=0$. Hence $I_G d=G\,d$. At $j=0$ the cosine distribution equals 1, so $C$ and $I_\Gamma$ agree on it only if $\Gamma=G$.

**Any distribution.** In $\sum_{j,l}w(l)f_jg_{j+l}$, rename $j+l$ as $j$ and $-l$ as $l$. Evenness turns the sum into $\sum_{j,l}w(l)f_{j+l}g_j$, so $C$ is symmetric and

$$\sum_j d_j(Cg)_j=\sum_j(Cd)_jg_j=G\sum_j d_jg_j .$$

For the isotropic operator,

$$\sum_j d_j\,G(g_j-\bar g)=G\sum_j d_jg_j-G\bar g\sum_j d_j=G\sum_j d_jg_j .$$

**Size of $G$.** For $w\ge0$ every term of $G$ is nonnegative, and

$$2\sum_l w(l)-G=\sum_l w(l)(1+\cos\theta_l)\ge0 .$$

Equality requires each term to vanish: every $l$ with $w(l)\ne0$ has $\cos\theta_l=-1$, which is pure backscattering. For odd $N$ no such direction exists, and equality then means $w=0$.

### Six directions, and the case of two

Take $N=6$ with $w(\pm1)=4$, $w(\pm2)=1$, $w(3)=1$ and $w(0)=0$. Then $G=8\cdot\tfrac12+2\cdot\tfrac32+1\cdot2=9$, while the total rate is 11. At $j=1$, where the cosine is $\tfrac12$, the anisotropic operator gives

$$4\left(1-\tfrac12\right)+1\left(\tfrac32+0\right)+1\cdot1=\tfrac92=9\cdot\tfrac12 .$$

For $N=2$ the rates are automatically even and $G=2w(1)$. Both operators give $w(1)(g_0-g_1)$ at $j=0$, so they coincide on every distribution. For $N=1$ the operator $I_\Gamma$ is zero for every $\Gamma$, and the matching rate is no longer unique.

### The Lean file

```lean
import Mathlib

open Finset

namespace KosinaReplacement

noncomputable section

variable {N : ℕ} [NeZero N]

/-- The angle `2 π j / N` of the direction `j`, for `N` nonzero. -/
def angle (j : ZMod N) : ℝ := 2 * Real.pi * (j.val : ℝ) / N

/-- The anisotropic collision operator. For even rates `w` it describes carriers that are turned by
`l` steps at the rate `w l`. -/
def collision (w g : ZMod N → ℝ) (j : ZMod N) : ℝ := ∑ l, w l * (g j - g (j + l))

/-- The momentum relaxation rate: each scattering rate is weighted by `1 - cos θ`. -/
def momentumRate (w : ZMod N → ℝ) : ℝ := ∑ l, w l * (1 - Real.cos (angle l))

/-- The average of a distribution over all `N` directions, for `N` nonzero. -/
def mean (g : ZMod N → ℝ) : ℝ := (∑ j, g j) / N

/-- The isotropic collision operator with rate `Γ`: relaxation towards the mean. -/
def isotropic (Γ : ℝ) (g : ZMod N → ℝ) (j : ZMod N) : ℝ := Γ * (g j - mean g)

/-- The first-harmonic distribution `a cos θ + b sin θ`. -/
def drift (a b : ℝ) (j : ZMod N) : ℝ :=
  a * Real.cos (angle j) + b * Real.sin (angle j)

/-- The angles of two directions add up to the angle of their sum and a number of full turns. -/
theorem angle_add (j l : ZMod N) :
    ∃ q : ℕ, angle j + angle l = angle (j + l) + q * (2 * Real.pi) := by
  refine ⟨(j.val + l.val) / N, ?_⟩
  have hN : (N : ℝ) ≠ 0 := Nat.cast_ne_zero.mpr (NeZero.ne N)
  have hinv : (N : ℝ) * (N : ℝ)⁻¹ = 1 := mul_inv_cancel₀ hN
  have h0 : (j + l).val + N * ((j.val + l.val) / N) = j.val + l.val := by
    rw [ZMod.val_add]
    exact Nat.mod_add_div _ _
  generalize (j.val + l.val) / N = q at h0 ⊢
  have h : ((j + l).val : ℝ) + N * (q : ℝ) = j.val + l.val := by exact_mod_cast h0
  unfold angle
  linear_combination (-(2 * Real.pi / N)) * h + 2 * Real.pi * q * hinv

/-- The addition formula for the cosine on the grid of directions. -/
theorem cos_angle_add (j l : ZMod N) : Real.cos (angle (j + l)) =
    Real.cos (angle j) * Real.cos (angle l) - Real.sin (angle j) * Real.sin (angle l) := by
  obtain ⟨q, h⟩ := angle_add j l
  rw [← Real.cos_add, h, Real.cos_add_nat_mul_two_pi]

/-- The addition formula for the sine on the grid of directions. -/
theorem sin_angle_add (j l : ZMod N) : Real.sin (angle (j + l)) =
    Real.sin (angle j) * Real.cos (angle l) + Real.cos (angle j) * Real.sin (angle l) := by
  obtain ⟨q, h⟩ := angle_add j l
  rw [← Real.sin_add, h, Real.sin_add_nat_mul_two_pi]

/-- For even rates, left and right turns cancel in the sine-weighted sum of the rates. -/
theorem sum_rate_sin {w : ZMod N → ℝ} (hw : ∀ l, w (-l) = w l) :
    ∑ l, w l * Real.sin (angle l) = 0 := by
  have hs : ∀ l : ZMod N, Real.sin (angle (-l)) = -Real.sin (angle l) := by
    intro l
    obtain ⟨q, h⟩ := angle_add (-l) l
    have h0 : angle (0 : ZMod N) = 0 := by simp [angle]
    rw [neg_add_cancel, h0, zero_add] at h
    rw [eq_sub_of_add_eq h, Real.sin_nat_mul_two_pi_sub]
  -- reflecting the scattering angle changes the sign of the sum
  have h : ∑ l, w l * Real.sin (angle l) = ∑ l, -(w l * Real.sin (angle l)) :=
    Fintype.sum_equiv (Equiv.neg (ZMod N)) _ _ fun l => by simp [hw l, hs l]
  rw [Finset.sum_neg_distrib] at h
  linarith

/-- On two or more directions a first-harmonic distribution sums to zero. -/
theorem sum_drift (hN : 2 ≤ N) (a b : ℝ) : ∑ j : ZMod N, drift a b j = 0 := by
  have hc : Real.cos (angle (1 : ZMod N)) ≠ 1 := by
    have hv : (1 : ZMod N).val = 1 := by
      have : Fact (1 < N) := ⟨by omega⟩
      exact ZMod.val_one N
    have hN' : (2 : ℝ) ≤ N := by exact_mod_cast hN
    have hpos : 0 < angle (1 : ZMod N) := by
      rw [angle, hv]
      have := Real.pi_pos
      positivity
    have hlt : angle (1 : ZMod N) < 2 * Real.pi := by
      rw [angle, hv, div_lt_iff₀ (by linarith)]
      push_cast
      nlinarith [Real.pi_pos]
    intro h
    have := (Real.cos_eq_one_iff_of_lt_of_lt (by linarith [Real.pi_pos]) hlt).mp h
    linarith
  -- turning the whole grid by one step leaves both sums unchanged
  have h1 : ∑ j : ZMod N, Real.cos (angle j) =
      (∑ j : ZMod N, Real.cos (angle j)) * Real.cos (angle (1 : ZMod N)) -
      (∑ j : ZMod N, Real.sin (angle j)) * Real.sin (angle (1 : ZMod N)) := by
    rw [Finset.sum_mul, Finset.sum_mul, ← Finset.sum_sub_distrib]
    exact (Fintype.sum_equiv (Equiv.addRight (1 : ZMod N)) _ _
      fun j => (cos_angle_add j 1).symm).symm
  have h2 : ∑ j : ZMod N, Real.sin (angle j) =
      (∑ j : ZMod N, Real.sin (angle j)) * Real.cos (angle (1 : ZMod N)) +
      (∑ j : ZMod N, Real.cos (angle j)) * Real.sin (angle (1 : ZMod N)) := by
    rw [Finset.sum_mul, Finset.sum_mul, ← Finset.sum_add_distrib]
    exact (Fintype.sum_equiv (Equiv.addRight (1 : ZMod N)) _ _
      fun j => (sin_angle_add j 1).symm).symm
  simp only [drift, Finset.sum_add_distrib, ← Finset.mul_sum]
  generalize ∑ j : ZMod N, Real.cos (angle j) = C at h1 h2 ⊢
  generalize ∑ j : ZMod N, Real.sin (angle j) = S at h1 h2 ⊢
  generalize Real.cos (angle (1 : ZMod N)) = c at hc h1 h2
  generalize Real.sin (angle (1 : ZMod N)) = s at h1 h2
  have hd : (1 - c) ^ 2 + s ^ 2 ≠ 0 := by
    have : 0 < (1 - c) ^ 2 := sq_pos_of_ne_zero (sub_ne_zero.mpr hc.symm)
    positivity
  have hC : C = 0 := (mul_eq_zero.mp
    (show ((1 - c) ^ 2 + s ^ 2) * C = 0 by
      linear_combination (1 - c) * h1 - s * h2)).resolve_left hd
  have hS : S = 0 := (mul_eq_zero.mp
    (show ((1 - c) ^ 2 + s ^ 2) * S = 0 by
      linear_combination (1 - c) * h2 + s * h1)).resolve_left hd
  rw [hC, hS]
  ring

/-- Kosina replacement, for even rates on two or more directions: on every first-harmonic
distribution the anisotropic operator and the isotropic operator with the momentum relaxation rate
both act as multiplication by that rate. -/
theorem kosina_replacement (hN : 2 ≤ N) {w : ZMod N → ℝ} (hw : ∀ l, w (-l) = w l)
    (a b : ℝ) (j : ZMod N) :
    collision w (drift a b) j = momentumRate w * drift a b j ∧
    isotropic (momentumRate w) (drift a b) j = momentumRate w * drift a b j := by
  constructor
  · calc collision w (drift a b) j
        = ∑ l, (drift a b j * (w l * (1 - Real.cos (angle l))) +
            (a * Real.sin (angle j) - b * Real.cos (angle j)) *
              (w l * Real.sin (angle l))) := by
          unfold collision
          refine Finset.sum_congr rfl fun l _ => ?_
          simp only [drift, cos_angle_add, sin_angle_add]
          ring
      _ = momentumRate w * drift a b j := by
          rw [Finset.sum_add_distrib, ← Finset.mul_sum, ← Finset.mul_sum,
            sum_rate_sin hw, momentumRate]
          ring
  · rw [isotropic, mean, sum_drift hN, zero_div, sub_zero]

/-- For even rates on two or more directions, an isotropic operator agrees with the anisotropic one
on the cosine distribution exactly when its rate is the momentum relaxation rate. -/
theorem isotropic_rate_unique (hN : 2 ≤ N) {w : ZMod N → ℝ} (hw : ∀ l, w (-l) = w l)
    (Γ : ℝ) : collision w (drift 1 0) = isotropic Γ (drift 1 0) ↔ Γ = momentumRate w := by
  constructor
  · intro h
    have h0 := congrFun h 0
    have hd : drift 1 0 (0 : ZMod N) = 1 := by simp [drift, angle]
    rw [(kosina_replacement hN hw 1 0 0).1, isotropic, mean, sum_drift hN, hd,
      zero_div, sub_zero, mul_one, mul_one] at h0
    exact h0.symm
  · rintro rfl
    funext j
    exact (kosina_replacement hN hw 1 0 j).1.trans (kosina_replacement hN hw 1 0 j).2.symm

/-- For even rates the anisotropic collision operator is symmetric. -/
theorem collision_symm {w : ZMod N → ℝ} (hw : ∀ l, w (-l) = w l) (f g : ZMod N → ℝ) :
    ∑ j, f j * collision w g j = ∑ j, collision w f j * g j := by
  -- exchange initial and final direction of each scattering event
  have key : ∑ l, ∑ j, w l * (f j * g (j + l)) = ∑ l, ∑ j, w l * (f (j + l) * g j) :=
    Fintype.sum_equiv (Equiv.neg (ZMod N)) _ _ fun l =>
      Fintype.sum_equiv (Equiv.addRight l) _ _ fun j => by simp [hw l]
  have key' : ∑ j, ∑ l, w l * (f j * g (j + l)) = ∑ j, ∑ l, w l * (f (j + l) * g j) :=
    Finset.sum_comm.trans (key.trans Finset.sum_comm)
  simp only [collision, Finset.mul_sum, Finset.sum_mul]
  calc ∑ j, ∑ l, f j * (w l * (g j - g (j + l)))
      = ∑ j, ∑ l, w l * (f j * g j) - ∑ j, ∑ l, w l * (f j * g (j + l)) := by
        simp only [← Finset.sum_sub_distrib]
        exact Finset.sum_congr rfl fun j _ => Finset.sum_congr rfl fun l _ => by ring
    _ = ∑ j, ∑ l, w l * (f j - f (j + l)) * g j := by
        rw [key']
        simp only [← Finset.sum_sub_distrib]
        exact Finset.sum_congr rfl fun j _ => Finset.sum_congr rfl fun l _ => by ring

/-- For even rates on two or more directions and any distribution `g`, both operators remove the
momentum component along `(a, b)` at the momentum relaxation rate. -/
theorem momentum_loss (hN : 2 ≤ N) {w : ZMod N → ℝ} (hw : ∀ l, w (-l) = w l)
    (a b : ℝ) (g : ZMod N → ℝ) :
    ∑ j, drift a b j * collision w g j = momentumRate w * ∑ j, drift a b j * g j ∧
    ∑ j, drift a b j * isotropic (momentumRate w) g j =
      momentumRate w * ∑ j, drift a b j * g j := by
  constructor
  · rw [collision_symm hw, Finset.mul_sum]
    refine Finset.sum_congr rfl fun j _ => ?_
    rw [(kosina_replacement hN hw a b j).1, mul_assoc]
  · calc ∑ j, drift a b j * isotropic (momentumRate w) g j
        = ∑ j, (momentumRate w * (drift a b j * g j) -
            momentumRate w * mean g * drift a b j) :=
          Finset.sum_congr rfl fun j _ => by rw [isotropic]; ring
      _ = momentumRate w * ∑ j, drift a b j * g j := by
          rw [Finset.sum_sub_distrib, ← Finset.mul_sum, ← Finset.mul_sum,
            sum_drift hN, mul_zero, sub_zero]

/-- For nonnegative rates the momentum relaxation rate lies between zero and twice the total
rate, and the upper value is reached exactly when all scattering is backscattering. -/
theorem momentumRate_bounds {w : ZMod N → ℝ} (hw : ∀ l, 0 ≤ w l) :
    0 ≤ momentumRate w ∧ momentumRate w ≤ 2 * ∑ l, w l ∧
    (momentumRate w = 2 * ∑ l, w l ↔ ∀ l, w l ≠ 0 → Real.cos (angle l) = -1) := by
  have gap : 2 * ∑ l, w l - momentumRate w = ∑ l, w l * (1 + Real.cos (angle l)) := by
    rw [momentumRate, Finset.mul_sum, ← Finset.sum_sub_distrib]
    exact Finset.sum_congr rfl fun l _ => by ring
  have nn : ∀ l ∈ (Finset.univ : Finset (ZMod N)), 0 ≤ w l * (1 + Real.cos (angle l)) :=
    fun l _ => mul_nonneg (hw l) (by linarith [Real.neg_one_le_cos (angle l)])
  have hz := Finset.sum_eq_zero_iff_of_nonneg nn
  have hp := Finset.sum_nonneg nn
  rw [← gap] at hz hp
  refine ⟨Finset.sum_nonneg fun l _ => mul_nonneg (hw l)
    (by linarith [Real.cos_le_one (angle l)]), by linarith, ?_, ?_⟩
  · intro h l hl
    have h0 := hz.mp (by linarith) l (Finset.mem_univ l)
    have h1 := (mul_eq_zero.mp h0).resolve_left hl
    linarith
  · intro h
    have h0 := hz.mpr fun l _ => by
      by_cases hl : w l = 0
      · rw [hl, zero_mul]
      · rw [h l hl]
        ring
    linarith

end

end KosinaReplacement
```

```lean
#print axioms KosinaReplacement.isotropic_rate_unique
#print axioms KosinaReplacement.momentum_loss
#print axioms KosinaReplacement.momentumRate_bounds
```

```
'KosinaReplacement.isotropic_rate_unique' depends on axioms: [propext, Classical.choice, Quot.sound]
'KosinaReplacement.momentum_loss' depends on axioms: [propext, Classical.choice, Quot.sound]
'KosinaReplacement.momentumRate_bounds' depends on axioms: [propext, Classical.choice, Quot.sound]
```

### What the theorems say about the physics

A direction is an element of `ZMod N`, and `angle` assigns it a value in $[0,2\pi)$. Rates and distributions are real functions on `ZMod N`. The operators $C$ and $I_\Gamma$ are `collision w` and `isotropic Γ`, $G$ is `momentumRate w`, and $d$ is `drift a b`. The hypothesis `hw : ∀ l, w (-l) = w l` in the operator theorems expresses the mirror symmetry of the scattering.

- `kosina_replacement` states $Cd=G\,d$ and $I_Gd=G\,d$ in every direction, for all $a$ and $b$. The rates may have any sign.
- `isotropic_rate_unique` says that matching on the cosine, `drift 1 0`, is equivalent to $\Gamma=G$.
- `momentum_loss` gives the balance for arbitrary $g$. For a unit vector $(a,b)$, the sum $\sum_j d_jg_j$ is the momentum along it, in units of one carrier's momentum.
- `momentumRate_bounds` assumes nonnegative rates, but neither evenness nor $N\ge2$.

In Monte Carlo transport simulation, forward-peaked scattering costs many events that hardly change the momentum. The result supports replacing them by fewer isotropic ones, in this planar model with finitely many directions and a single energy. Energy-dependent rates, three-dimensional angles, driving fields and the sampling algorithm are absent. Higher harmonics generally relax differently: in the six-direction example $\cos2\theta$ decays at the rate 15 under $C$, but at 9 under $I_G$.

### How the proof follows the derivation

`angle_add` shows that the angles of two directions add up to the angle of their sum plus a number of whole turns, by dividing the sum of the indices by $N$ with remainder. Periodicity then yields `cos_angle_add` and `sin_angle_add`. The reflection $l\to-l$ is `Equiv.neg` in `sum_rate_sin`.

In `sum_drift`, `Equiv.addRight` shifts the grid, and `linear_combination` carries out the elimination for $X$ and $Y$. The first half of `kosina_replacement` expands the collision sum and removes its sine part with `sum_rate_sin`; the second half uses the zero mean. `isotropic_rate_unique` evaluates both operators at direction 0.

The renaming of indices is `key` in `collision_symm`, and `momentum_loss` combines that symmetry with the eigenvalue equation. In `momentumRate_bounds`, `gap` is the identity for $2\sum_l w(l)-G$. A sum of nonnegative terms vanishes only if each term does, which settles the equality case.
